# A Neumann–Ulam walk for a nonnegative matrix and positive source has a path-independent score exactly when it is built from the positive solution

Let $A$ be a finite square matrix with entries $A_{ij}\ge 0$, and let $b$ and $x$ be vectors with positive entries and $x = Ax + b$. A walker in state $i$ is absorbed with probability $k_i>0$ or jumps to $j$ with probability $P_{ij}$, positive exactly where $A_{ij}$ is. A history $i_0\to i_1\to\dots\to i_N$ of $N$ jumps that is then absorbed scores

$$S(i_0,\dots,i_N)=\Big(\prod_{t=1}^{N}\frac{A_{i_{t-1}i_t}}{P_{i_{t-1}i_t}}\Big)\frac{b_{i_N}}{k_{i_N}} .$$

My claim is that all possible histories from each start give one and the same score if and only if $k_i=b_i/x_i$ and $P_{ij}=A_{ij}x_j/x_i$, and that this score is then $x_i$. I can see that this choice works. I would like the "only if" made rigorous without assuming in advance that the common score is $x_i$, and the whole argument machine-checked.

## Why the shortest paths fix the walk

The claim holds as you state it. Call a path allowed if each of its jumps has $P>0$. Splitting off the first factor gives

$$S(i,j,\dots)=\frac{A_{ij}}{P_{ij}}\,S(j,\dots).$$

Suppose all allowed paths from each $i$ score some number $c_i$. The path without jumps gives $b_i/k_i=c_i$. If $P_{ij}>0$, the one-jump path gives $(A_{ij}/P_{ij})\,c_j=c_i$. If $P_{ij}=0$, then $A_{ij}$ is neither positive nor negative, so it vanishes. In every case

$$b_i=k_ic_i,\qquad A_{ij}c_j=P_{ij}c_i .$$

Summing the second relation over $j$, adding the first and using $k_i+\sum_jP_{ij}=1$ gives

$$\sum_jA_{ij}c_j+b_i=\Big(\sum_jP_{ij}+k_i\Big)c_i=c_i ,$$

so $c=Ac+b$. To conclude $c=x$ we need uniqueness. Let $y$ be any real solution of $y=Ay+b$, so that $y-x=A(y-x)$. Let $r=\max_j|y_j-x_j|/x_j$, attained at a state $m$. Then $|y_j-x_j|\le r x_j$ for all $j$, and

$$r x_m=|y_m-x_m|\le\sum_jA_{mj}|y_j-x_j|\le r\sum_jA_{mj}x_j=r\,(x_m-b_m).$$

Hence $r b_m\le0$, so $r\le0$ because $b_m>0$, and $y=x$. With $c=x$, division by $x_i$ gives the two formulas.

Conversely, assume the formulas and induct on the number of jumps. Without jumps, $k_ix_i=b_i$ gives $S=x_i$. If the rest of the path, starting at $j$, scores $x_j$, the whole scores $(A_{ij}/P_{ij})\,x_j=x_i$ because $P_{ij}x_i=A_{ij}x_j$.

## What the Lean statements say

The states form a finite type `n`, and all quantities are real. A `Walk A` bundles `k` and `P` with four conditions. `k_pos` says that a history can end in every state. `P_nonneg` and `total` make each row a probability distribution over absorption and jumps. `support` says that the walker takes exactly the jumps with $A_{ij}>0$. A path is the start `i` with the list `l` of later states, so `[]` is immediate absorption and `j :: l` begins with the jump $i\to j$. `Allowed`, `weight`, `endpoint` and `score` are the allowed paths, the product of ratios, the state $i_N$ and $S$. The first index of `A` is the state left, matching $(Ax)_i=\sum_jA_{ij}x_j$, written `A *ᵥ x`.

The main theorem `zero_variance_iff` assumes `hA`, `hb`, `hx` and `hsol`, that is $A\ge0$, $b>0$, $x>0$ and $x=Ax+b$. For any walk `w`, any two allowed paths `l`, `l'` from the same start have equal scores, for every start, if and only if `k` and `P` have the stated form. The common value is not prescribed. The version with prescribed value is `score_eq_iff`: all allowed paths from each $i$ score $x_i$ if and only if the formulas hold, and this needs only $A\ge0$ and $x_i\ne0$. `exists_walk_iff` adds that, for $A\ge0$ and positive $b$ and $x$, a walk always scoring $x$ exists if and only if $x=Ax+b$.

The positive solution is assumed and not constructed. It stands for a subcritical system: the rescaled matrix $A_{ij}x_j/x_i$ has row sums $1-b_i/x_i<1$, so some probability is left for absorption in every state.

No probability measure on histories is defined. "Zero variance" is represented by equality of scores over allowed paths, whose probabilities $\big(\prod_tP_{i_{t-1}i_t}\big)k_{i_N}$ are positive. The Neumann–Ulam method rests on the mean score reproducing the series $\sum_{N\ge0}(A^Nb)_i$ for a general walk; the theorems say nothing about that mean, nor about the variance of a walk built from an approximate $x$.

```lean
import Mathlib

open Matrix

namespace NeumannUlamZeroVariance

noncomputable section

variable {n : Type*} [Fintype n]

/-- A random walk with absorption for the matrix `A`: in state `i` it is absorbed with
probability `k i > 0` or moves to `j` with probability `P i j`, which is positive exactly
where `A i j` is. -/
structure Walk (A : Matrix n n ℝ) where
  k : n → ℝ
  P : n → n → ℝ
  k_pos : ∀ i, 0 < k i
  P_nonneg : ∀ i j, 0 ≤ P i j
  support : ∀ i j, 0 < P i j ↔ 0 < A i j
  total : ∀ i, k i + ∑ j, P i j = 1

variable {A : Matrix n n ℝ}

/-- The path that starts in `i` and then visits the states of the list is allowed if every
step has positive transition probability. -/
def Allowed (w : Walk A) : n → List n → Prop
  | _, [] => True
  | i, j :: l => 0 < w.P i j ∧ Allowed w j l

/-- The weight of a path: the product of the ratios `A / P` over its steps. -/
def weight (w : Walk A) : n → List n → ℝ
  | _, [] => 1
  | i, j :: l => A i j / w.P i j * weight w j l

/-- The last state of a path. -/
def endpoint {m : Type*} : m → List m → m
  | i, [] => i
  | _, j :: l => endpoint j l

/-- The absorption score of a path: its weight times `b / k` at the last state. -/
def score (w : Walk A) (b : n → ℝ) (i : n) (l : List n) : ℝ :=
  weight w i l * (b (endpoint i l) / w.k (endpoint i l))

/-- The score of a path is the ratio `A / P` of its first step times the score of the rest. -/
theorem score_cons (w : Walk A) (b : n → ℝ) (i j : n) (l : List n) :
    score w b i (j :: l) = A i j / w.P i j * score w b j l := by
  simp only [score, weight, endpoint]
  ring

/-- If all allowed paths from each `i` score `c i`, then `b i = k i * c i` and
`A i j * c j = P i j * c i`. -/
theorem balance_of_score_eq (hA : ∀ i j, 0 ≤ A i j) (w : Walk A) (b c : n → ℝ)
    (h : ∀ i l, Allowed w i l → score w b i l = c i) :
    (∀ i, b i = w.k i * c i) ∧ ∀ i j, A i j * c j = w.P i j * c i := by
  constructor
  · -- paths absorbed at once
    intro i
    have h0 : b i / w.k i = c i := by
      simpa [score, weight, endpoint] using h i [] (by simp [Allowed])
    rw [div_eq_iff (w.k_pos i).ne'] at h0
    rw [h0, mul_comm]
  · intro i j
    by_cases hp : 0 < w.P i j
    · -- paths with one step
      have h1 := h i [j] (by simp [Allowed, hp])
      rw [score_cons, h j [] (by simp [Allowed])] at h1
      have hne := hp.ne'
      calc A i j * c j = w.P i j * (A i j / w.P i j * c j) := by field_simp
        _ = w.P i j * c i := by rw [h1]
    · -- a forbidden step has `A i j = P i j = 0`
      have hP : w.P i j = 0 := le_antisymm (not_lt.mp hp) (w.P_nonneg i j)
      have hA0 : A i j = 0 :=
        le_antisymm (not_lt.mp fun h' => hp ((w.support i j).mpr h')) (hA i j)
      rw [hP, hA0, zero_mul, zero_mul]

/-- For `x` with nonzero entries, all allowed paths from each `i` score `x i` if and only if
`k i = b i / x i` and `P i j = A i j * x j / x i`. -/
theorem score_eq_iff (hA : ∀ i j, 0 ≤ A i j) (w : Walk A) (b x : n → ℝ)
    (hx : ∀ i, x i ≠ 0) :
    (∀ i l, Allowed w i l → score w b i l = x i) ↔
      (∀ i, w.k i = b i / x i) ∧ ∀ i j, w.P i j = A i j * x j / x i := by
  constructor
  · intro h
    obtain ⟨h1, h2⟩ := balance_of_score_eq hA w b x h
    exact ⟨fun i => by rw [eq_div_iff (hx i), h1 i],
      fun i j => by rw [eq_div_iff (hx i), h2 i j]⟩
  · rintro ⟨h1, h2⟩ i l
    induction l generalizing i with
    | nil =>
      intro _
      have hk := h1 i
      rw [eq_div_iff (hx i)] at hk
      simp only [score, weight, endpoint, one_mul]
      rw [div_eq_iff (w.k_pos i).ne']
      linarith
    | cons j l ih =>
      intro hal
      have hal' : 0 < w.P i j ∧ Allowed w j l := hal
      have hP := h2 i j
      rw [eq_div_iff (hx i)] at hP
      -- the ratio `A / P` turns `x j` into `x i`
      rw [score_cons, ih j hal'.2, div_mul_eq_mul_div, div_eq_iff hal'.1.ne']
      linarith

/-- If all allowed paths from each `i` score `c i`, then `c` solves `c = A c + b`. -/
theorem solves_of_score_eq (hA : ∀ i j, 0 ≤ A i j) (w : Walk A) (b c : n → ℝ)
    (h : ∀ i l, Allowed w i l → score w b i l = c i) : c = A *ᵥ c + b := by
  obtain ⟨h1, h2⟩ := balance_of_score_eq hA w b c h
  funext i
  show c i = ∑ j, A i j * c j + b i
  have hs : ∑ j, A i j * c j = (∑ j, w.P i j) * c i := by
    rw [Finset.sum_mul]
    exact Finset.sum_congr rfl fun j _ => h2 i j
  rw [hs, h1 i]
  linear_combination (-c i) * w.total i

/-- If `A` is nonnegative, `b` is positive and `x = A x + b` has a positive solution `x`,
then every real solution equals `x`. -/
theorem solution_unique (hA : ∀ i j, 0 ≤ A i j) {b x y : n → ℝ} (hb : ∀ i, 0 < b i)
    (hx : ∀ i, 0 < x i) (hsol : x = A *ᵥ x + b) (hy : y = A *ᵥ y + b) : y = x := by
  funext i
  -- the state `m` with the largest relative deviation `r`
  obtain ⟨m, -, hm⟩ := Finset.exists_max_image Finset.univ
    (fun j => |y j - x j| / x j) ⟨i, Finset.mem_univ i⟩
  obtain ⟨r, hr⟩ : ∃ r, r = |y m - x m| / x m := ⟨_, rfl⟩
  have hbound : ∀ j, |y j - x j| ≤ r * x j := fun j => by
    rw [hr]
    exact (div_le_iff₀ (hx j)).mp (hm j (Finset.mem_univ j))
  have hrm : r * x m = |y m - x m| := by
    rw [hr]
    exact div_mul_cancel₀ _ (hx m).ne'
  have hxm : x m = ∑ j, A m j * x j + b m := congrFun hsol m
  have hym : y m = ∑ j, A m j * y j + b m := congrFun hy m
  have hd : y m - x m = ∑ j, A m j * (y j - x j) := by
    simp only [mul_sub, Finset.sum_sub_distrib]
    linarith
  have hle : |y m - x m| ≤ r * ∑ j, A m j * x j := by
    rw [hd, Finset.mul_sum]
    refine (Finset.abs_sum_le_sum_abs _ _).trans (Finset.sum_le_sum fun j _ => ?_)
    rw [abs_mul, abs_of_nonneg (hA m j)]
    calc A m j * |y j - x j| ≤ A m j * (r * x j) :=
          mul_le_mul_of_nonneg_left (hbound j) (hA m j)
      _ = r * (A m j * x j) := by ring
  -- hence `r * b m ≤ 0`
  have hs : ∑ j, A m j * x j = x m - b m := by linarith
  rw [hs, mul_sub] at hle
  have hr0 : r ≤ 0 := by
    by_contra hpos
    have := mul_pos (not_le.mp hpos) (hb m)
    linarith
  have h0 : |y i - x i| ≤ 0 :=
    (hbound i).trans (mul_nonpos_of_nonpos_of_nonneg hr0 (hx i).le)
  exact sub_eq_zero.mp (abs_nonpos_iff.mp h0)

/-- Let `A` be nonnegative, `b` and `x` positive, and `x = A x + b`. Any two allowed paths
with the same start have the same score if and only if `k i = b i / x i` and
`P i j = A i j * x j / x i`. -/
theorem zero_variance_iff (hA : ∀ i j, 0 ≤ A i j) {b x : n → ℝ} (hb : ∀ i, 0 < b i)
    (hx : ∀ i, 0 < x i) (hsol : x = A *ᵥ x + b) (w : Walk A) :
    (∀ i l l', Allowed w i l → Allowed w i l' → score w b i l = score w b i l') ↔
      (∀ i, w.k i = b i / x i) ∧ ∀ i j, w.P i j = A i j * x j / x i := by
  rw [← score_eq_iff hA w b x fun i => (hx i).ne']
  constructor
  · intro h i l hl
    -- the common score solves the linear system, so it is `x`
    have hc : ∀ i l, Allowed w i l → score w b i l = (fun i => score w b i []) i :=
      fun i l hl => h i l [] hl (by simp [Allowed])
    have heq := solution_unique hA hb hx hsol (solves_of_score_eq hA w b _ hc)
    exact (hc i l hl).trans (congrFun heq i)
  · intro h i l l' hl hl'
    rw [h i l hl, h i l' hl']

/-- The walk with `k i = b i / x i` and `P i j = A i j * x j / x i` built from a positive
solution of `x = A x + b`. -/
def optimalWalk (hA : ∀ i j, 0 ≤ A i j) {b x : n → ℝ} (hb : ∀ i, 0 < b i)
    (hx : ∀ i, 0 < x i) (hsol : x = A *ᵥ x + b) : Walk A where
  k := fun i => b i / x i
  P := fun i j => A i j * x j / x i
  k_pos := fun i => div_pos (hb i) (hx i)
  P_nonneg := fun i j => div_nonneg (mul_nonneg (hA i j) (hx j).le) (hx i).le
  support := fun i j => by
    constructor
    · intro h
      have h' : 0 < A i j * x j / x i := h
      rcases (hA i j).eq_or_lt with h0 | h0
      · rw [← h0] at h'
        simp at h'
      · exact h0
    · intro h
      exact div_pos (mul_pos h (hx j)) (hx i)
  total := fun i => by
    have hxi : x i = ∑ j, A i j * x j + b i := congrFun hsol i
    show b i / x i + ∑ j, A i j * x j / x i = 1
    rw [← Finset.sum_div, ← add_div, div_eq_one_iff_eq (hx i).ne']
    linarith

/-- For nonnegative `A` and positive `b` and `x`, a walk whose allowed paths from each `i`
all score `x i` exists if and only if `x = A x + b`. -/
theorem exists_walk_iff (hA : ∀ i j, 0 ≤ A i j) {b x : n → ℝ} (hb : ∀ i, 0 < b i)
    (hx : ∀ i, 0 < x i) :
    (∃ w : Walk A, ∀ i l, Allowed w i l → score w b i l = x i) ↔ x = A *ᵥ x + b := by
  constructor
  · rintro ⟨w, h⟩
    exact solves_of_score_eq hA w b x h
  · intro hsol
    exact ⟨optimalWalk hA hb hx hsol,
      (score_eq_iff hA _ b x fun i => (hx i).ne').mpr ⟨fun _ => rfl, fun _ _ => rfl⟩⟩

/-- The matrix `A = [0, 1/4; 1, 1/4]` is nonnegative, `b = (1/2, 1/2)` and `x = (1, 2)` are
positive, and `x = A x + b`. -/
theorem system_witness :
    (∀ i j, 0 ≤ (!![0, 1 / 4; 1, 1 / 4] : Matrix (Fin 2) (Fin 2) ℝ) i j) ∧
    (∀ i, 0 < (![1 / 2, 1 / 2] : Fin 2 → ℝ) i) ∧ (∀ i, 0 < (![1, 2] : Fin 2 → ℝ) i) ∧
    (![1, 2] : Fin 2 → ℝ) = !![0, 1 / 4; 1, 1 / 4] *ᵥ ![1, 2] + ![1 / 2, 1 / 2] := by
  refine ⟨fun i j => ?_, fun i => ?_, fun i => ?_, ?_⟩
  · fin_cases i <;> fin_cases j <;> simp
  · fin_cases i <;> simp
  · fin_cases i <;> simp
  · funext i
    fin_cases i <;> simp <;> norm_num

end

end NeumannUlamZeroVariance
```

```lean
#print axioms NeumannUlamZeroVariance.zero_variance_iff
#print axioms NeumannUlamZeroVariance.exists_walk_iff
```

```
'NeumannUlamZeroVariance.zero_variance_iff' depends on axioms: [propext, Classical.choice, Quot.sound]
'NeumannUlamZeroVariance.exists_walk_iff' depends on axioms: [propext, Classical.choice, Quot.sound]
```

## How the lemmas follow the derivation

`score_cons` is the splitting of the first factor. `balance_of_score_eq` applies the hypothesis to `h i []` and, in the branch `hp : 0 < w.P i j`, to `h i [j]`, rewritten by `score_cons`; the other branch obtains `hP` and `hA0` from `P_nonneg`, `support` and `hA`. In `score_eq_iff` the forward direction divides these relations by $x_i$. The converse uses `induction l generalizing i`, because the induction hypothesis is needed at the new start `j`.

The lemmas `balance_of_score_eq`, `score_eq_iff` and `solves_of_score_eq` all assume $A\ge0$ through `hA`, although their docstrings do not repeat it. `solves_of_score_eq` sums over $j$ in `hs` and closes with `linear_combination (-c i) * w.total i`, the normalisation multiplied by $-c_i$. In `solution_unique`, `Finset.exists_max_image` picks `m`, `hbound` is $|y_j-x_j|\le rx_j$, `hd` is $y-x=A(y-x)$ in row $m$, `hle` is the triangle-inequality estimate and `hr0` is $r\le0$.

`zero_variance_iff` first replaces its right side by "all scores equal $x_i$" through `score_eq_iff`. It then takes $c_i$ to be `score w b i []`, shows in `hc` that every allowed path scores this value, and identifies $c$ with $x$ in `heq`. `optimalWalk` verifies that the formulas define a `Walk A`, its `total` being $x=Ax+b$ divided by $x_i$, and `exists_walk_iff` uses it for the direction from equation to walk.

## A two-state system and two one-state failures

`system_witness` confirms the four hypotheses for states $0,1$ with

$$A=\begin{pmatrix}0&1/4\\1&1/4\end{pmatrix},\qquad b=(1/2,\,1/2),\qquad x=(1,\,2).$$

The numbers that follow are worked directly from the formulas and are not theorems in the file. The walk has $k=(1/2,\,1/4)$, $P_{00}=0$, $P_{01}=1/2$, $P_{10}=1/2$, $P_{11}=1/4$. The path $0\to1$ scores $\tfrac12\cdot2=1$, and $0\to1\to0$ scores $\tfrac12\cdot2\cdot1=1=x_0$.

Give up $b>0$ and take a single state with $A=1$, $b=0$, $x=1$, which satisfies $x=Ax+b$. Every walk with $0<k<1$ and $P=1-k$ scores $0$ on all paths, so the score is path independent, yet $k=b/x=0$ is false. Uniqueness is the step that breaks, since every $y$ solves $y=y$.

Give up $A\ge0$ and take $A=-1$, $b=2$, $x=1$. The support condition forces $P=0$ and $k=1$. The only allowed path scores $2\ne x$, the score is trivially path independent, and $k\ne b/x=2$. The negative entry is never sampled, so $A_{ij}c_j=P_{ij}c_i$ fails.

## Resolvents of sign-free Hamiltonians

In a finite basis, let $H$ be a real Hamiltonian matrix with nonpositive off-diagonal elements, $E$ an energy below every $H_{ii}$, and $s$ a positive source. Then $(H-E)x=s$ takes the form above with $A_{ii}=0$, $A_{ij}=-H_{ij}/(H_{ii}-E)$ for $j\ne i$ and $b_i=s_i/(H_{ii}-E)$, so that $A\ge0$ and $b>0$. The positive solution is a further condition: for symmetric $H$ of this kind it exists exactly when $E$ lies below the lowest eigenvalue of $H$, a fact not proved in the Lean code above. In that case the theorem identifies, among the walks for this $A$ and $b$ with the absorption score $S$, the one whose scores do not fluctuate between histories with the same start, whichever state that start is. That walk requires the unknown $x$, so it is a target for importance sampling and not an algorithm.
